# One electron on two sites with a classical lattice is shared equally up to a relaxation energy equal to the hopping

Suppose an electron can hop between two equivalent sites, and each site deforms in response to the charge on it, with the distortions treated as classical variables. If a calculation assumes that the electron is shared equally, it can settle on a state that is stationary but not lowest: for strong coupling to the lattice, the electron lowers the energy by shifting towards one site and distorting it more than the other. The assumption is safe only up to a threshold.

Let $x,y$ be the real amplitudes on the two sites, $q_1,q_2$ the site distortions, $J$ the hopping (often written $t$), $K$ the lattice stiffness and $D$ the deformation potential, here an energy per unit of $q$. The energy is

$$E=-2Jxy+\tfrac K2(q_1^2+q_2^2)+D(q_1x^2+q_2y^2),\qquad x^2+y^2=1.$$

For $J,K>0$, a ground state with $x^2=y^2$ exists exactly when $D^2/K\le 2J$. Equivalently, $D^2/(2K)$, the relaxation energy of an electron confined to one site, is at most $J$. The sign of $D$ is free.

In Lean 4 with Mathlib:

```lean
import Mathlib

namespace DimerSelfTrapping

/-- Energy of one electron with real amplitudes `x`, `y` on two sites, with hopping `J`,
lattice stiffness `K`, deformation potential `D` and site distortions `q₁`, `q₂`. -/
noncomputable def energy (J K D x y q₁ q₂ : ℝ) : ℝ :=
  -2 * J * x * y + (K * q₁ ^ 2 / 2 + D * q₁ * x ^ 2) + (K * q₂ ^ 2 / 2 + D * q₂ * y ^ 2)
```

`IsGroundState` means a global minimum over all normalised amplitudes and all distortions together. The distortions are classical numbers without kinetic energy; passing to quantum nuclei, which can tunnel between distorted configurations, is a step that the hypotheses do not supply.

```lean
/-- A ground state is a normalised electronic state together with lattice distortions whose
energy is lowest among all normalised states and all distortions. -/
def IsGroundState (J K D x y q₁ q₂ : ℝ) : Prop :=
  x ^ 2 + y ^ 2 = 1 ∧ ∀ x' y' q₁' q₂' : ℝ, x' ^ 2 + y' ^ 2 = 1 →
    energy J K D x y q₁ q₂ ≤ energy J K D x' y' q₁' q₂'
```

## Positive stiffness lets the lattice relax

$K>0$ says that deforming a site costs elastic energy. For a site of population $n$, completing the square gives

$$\tfrac K2q^2+Dqn=\tfrac K2\Big(q+\frac{Dn}{K}\Big)^2-\frac{D^2n^2}{2K}.$$

The best distortion is therefore $q=-Dn/K$. Summing over $n=x^2$ and $n=y^2$ gives the identity below, which needs only $K\neq0$. Positivity matters when the squares are minimised: for $K<0$ the energy has no lower bound, so there is no ground state, although $D^2/K\le 2J$ holds.

```lean
/-- For nonzero stiffness, the energy is the hopping energy, minus a relaxation energy quartic
in the amplitudes, plus the elastic cost of departing from the relaxed distortions. -/
theorem energy_eq_relaxed {J K D x y q₁ q₂ : ℝ} (hK : K ≠ 0) :
    energy J K D x y q₁ q₂ = -2 * J * x * y - D ^ 2 / (2 * K) * (x ^ 4 + y ^ 4)
      + K / 2 * ((q₁ + D * x ^ 2 / K) ^ 2 + (q₂ + D * y ^ 2 / K) ^ 2) := by
  unfold energy
  field_simp
  ring
```

## Normalisation leaves one electronic variable

The condition $x^2+y^2=1$ says that there is exactly one electron. With the bond order $p=xy$,

$$x^4+y^4=(x^2+y^2)^2-2x^2y^2=1-2p^2,$$

so after relaxation

$$E=\frac{D^2}{K}p^2-2Jp-\frac{D^2}{2K}.$$

In `energy_eq_bond`, `linear_combination` makes this substitution by adding a multiple of the normalisation equation. Without normalisation, setting $x=y$ and letting both grow sends the energy to $-\infty$ when $J>0$.

```lean
/-- For a normalised state and nonzero stiffness, the energy is a polynomial of degree at most two
in the bond order `x * y`, plus the elastic cost of departing from the relaxed distortions. -/
theorem energy_eq_bond {J K D x y q₁ q₂ : ℝ} (hK : K ≠ 0) (h : x ^ 2 + y ^ 2 = 1) :
    energy J K D x y q₁ q₂ = D ^ 2 / K * (x * y) ^ 2 - 2 * J * (x * y) - D ^ 2 / (2 * K)
      + K / 2 * ((q₁ + D * x ^ 2 / K) ^ 2 + (q₂ + D * y ^ 2 / K) ^ 2) := by
  rw [energy_eq_relaxed hK]
  linear_combination (-(D ^ 2 / (2 * K)) * (x ^ 2 + y ^ 2 + 1)) * h
```

Since $(x\pm y)^2=1\pm2p\ge0$, the bond order lies in $[-1/2,1/2]$. Every value there occurs: solve $x+y=\sqrt{1+2p}$ and $x-y=\sqrt{1-2p}$.

```lean
/-- Every bond order between `-1/2` and `1/2` belongs to some normalised state. -/
theorem exists_amplitudes {p : ℝ} (h₁ : -(1 / 2) ≤ p) (h₂ : p ≤ 1 / 2) :
    ∃ x y : ℝ, x ^ 2 + y ^ 2 = 1 ∧ x * y = p := by
  have hs : √(1 + 2 * p) ^ 2 = 1 + 2 * p := Real.sq_sqrt (by linarith)
  have ht : √(1 - 2 * p) ^ 2 = 1 - 2 * p := Real.sq_sqrt (by linarith)
  refine ⟨(√(1 + 2 * p) + √(1 - 2 * p)) / 2, (√(1 + 2 * p) - √(1 - 2 * p)) / 2, ?_, ?_⟩
  · linear_combination hs / 2 + ht / 2
  · linear_combination hs / 4 - ht / 4
```

## A unique optimal bond order fixes the ground states

The next theorem assumes, as `hmin`, that one value $p_0$ beats every other $p\le1/2$ in the quadratic $f(p)=(D^2/K)p^2-2Jp$. Physically, hopping and relaxation together select a single bond order. The comparison also covers $p<-1/2$, which no normalised state has. For $J>0$ this costs nothing, but it shuts out cases such as $J<0$, $D=0$, where the optimal bond order is $-1/2$. The ground states are then exactly the normalised states with $xy=p_0$ and relaxed distortions.

In the forward direction, the proof compares a given ground state with a relaxed state of bond order $p_0$. A different bond order or any leftover elastic energy would make the given state higher. The reverse direction adds two lower bounds, one for the quadratic in the bond order and one for the leftover elastic energy. Without uniqueness the description fails: for $J=D=0$ every normalised state with an undistorted lattice is a ground state, whatever its bond order.

```lean
/-- Let `K > 0` and let `p₀` in `[-1/2, 1/2]` be the only minimiser of
`D ^ 2 / K * p ^ 2 - 2 * J * p` among real numbers `p ≤ 1/2`. Then the ground states are exactly the
normalised states of bond order `p₀` with each site distorted by `-D/K` times its population. -/
theorem isGroundState_iff_bond {J K D x y q₁ q₂ p₀ : ℝ} (hK : 0 < K)
    (h₁ : -(1 / 2) ≤ p₀) (h₂ : p₀ ≤ 1 / 2)
    (hmin : ∀ p ≤ 1 / 2, p ≠ p₀ →
      D ^ 2 / K * p₀ ^ 2 - 2 * J * p₀ < D ^ 2 / K * p ^ 2 - 2 * J * p) :
    IsGroundState J K D x y q₁ q₂ ↔
      x ^ 2 + y ^ 2 = 1 ∧ x * y = p₀ ∧ q₁ = -(D * x ^ 2 / K) ∧ q₂ = -(D * y ^ 2 / K) := by
  constructor
  · rintro ⟨h, hground⟩
    -- compare with a relaxed state of the optimal bond order
    obtain ⟨a, b, hab, hp⟩ := exists_amplitudes h₁ h₂
    have hc := hground a b (-(D * a ^ 2 / K)) (-(D * b ^ 2 / K)) hab
    rw [energy_eq_bond hK.ne' h, energy_eq_bond hK.ne' hab, hp, neg_add_cancel,
      neg_add_cancel] at hc
    have hxy : x * y ≤ 1 / 2 := by nlinarith [sq_nonneg (x - y)]
    have hs : 0 ≤ K / 2 * ((q₁ + D * x ^ 2 / K) ^ 2 + (q₂ + D * y ^ 2 / K) ^ 2) := by
      positivity
    have e : x * y = p₀ := by
      by_contra hne
      have := hmin _ hxy hne
      linarith
    rw [e] at hc
    -- no elastic energy is left over
    have hz : (q₁ + D * x ^ 2 / K) ^ 2 + (q₂ + D * y ^ 2 / K) ^ 2 ≤ 0 := by
      by_contra hn
      have := mul_pos (half_pos hK) (not_le.mp hn)
      linarith
    have hu : (q₁ + D * x ^ 2 / K) ^ 2 = 0 :=
      le_antisymm (by linarith [sq_nonneg (q₂ + D * y ^ 2 / K)]) (sq_nonneg _)
    have hv : (q₂ + D * y ^ 2 / K) ^ 2 = 0 :=
      le_antisymm (by linarith [sq_nonneg (q₁ + D * x ^ 2 / K)]) (sq_nonneg _)
    exact ⟨h, e, eq_neg_of_add_eq_zero_left ((pow_eq_zero_iff two_ne_zero).mp hu),
      eq_neg_of_add_eq_zero_left ((pow_eq_zero_iff two_ne_zero).mp hv)⟩
  · rintro ⟨h, hp, rfl, rfl⟩
    refine ⟨h, fun a b r s hab => ?_⟩
    rw [energy_eq_bond hK.ne' h, energy_eq_bond hK.ne' hab, hp, neg_add_cancel,
      neg_add_cancel]
    have hxy : a * b ≤ 1 / 2 := by nlinarith [sq_nonneg (a - b)]
    have hs : 0 ≤ K / 2 * ((r + D * a ^ 2 / K) ^ 2 + (s + D * b ^ 2 / K) ^ 2) := by
      positivity
    by_cases hc : a * b = p₀
    · rw [hc]
      linarith
    · have := hmin _ hxy hc
      linarith
```

## Positive hopping and weak coupling favour equal sharing

$J>0$ makes the in-phase combination the bonding one, and $D^2/K\le2J$ says that relaxation does not outweigh hopping. The two conditions enter through

$$f(p)-f(\tfrac12)=\Big(\tfrac12-p\Big)\Big(2J-\frac{D^2}{K}\big(\tfrac12+p\big)\Big).$$

For $p<1/2$ the first factor is positive. The second is $2J>0$ if $D=0$; otherwise $\tfrac12+p<1$ makes it larger than $2J-D^2/K\ge0$. Hence $p_0=1/2$. Then $(x-y)^2=1-2p_0=0$, so $x=y=\pm1/\sqrt2$ and $q_1=q_2=-D/(2K)$. The proof uses the same two factors, called `hlt` and `hfac`.

If $J<0$ and $D=0$, the ground state is $x=-y$. Its populations are equal although $D^2/K>2J$, so the criterion fails for negative $J$.

```lean
/-- For `J, K > 0` and `D²/K ≤ 2J`, the ground states are exactly the normalised states with
equal amplitudes and both sites distorted by `-D/(2K)`. -/
theorem isGroundState_iff_weak {J K D x y q₁ q₂ : ℝ} (hJ : 0 < J) (hK : 0 < K)
    (hg : D ^ 2 / K ≤ 2 * J) :
    IsGroundState J K D x y q₁ q₂ ↔
      x ^ 2 + y ^ 2 = 1 ∧ x = y ∧ q₁ = -D / (2 * K) ∧ q₂ = -D / (2 * K) := by
  have hg0 : 0 ≤ D ^ 2 / K := by positivity
  rw [isGroundState_iff_bond (p₀ := 1 / 2) hK (by norm_num) le_rfl]
  · constructor
    · rintro ⟨h, hp, h1, h2⟩
      have hsq : (x - y) ^ 2 = 0 := by linear_combination h - 2 * hp
      have hx : x = y := sub_eq_zero.mp ((pow_eq_zero_iff two_ne_zero).mp hsq)
      have hx2 : x ^ 2 = 1 / 2 := by linear_combination hp + x * hx
      have hy2 : y ^ 2 = 1 / 2 := by linear_combination hp - y * hx
      refine ⟨h, hx, ?_, ?_⟩
      · rw [h1, hx2]
        ring
      · rw [h2, hy2]
        ring
    · rintro ⟨h, hx, h1, h2⟩
      have hx2 : x ^ 2 = 1 / 2 := by linear_combination h / 2 + (x + y) / 2 * hx
      have hy2 : y ^ 2 = 1 / 2 := by linear_combination h / 2 - (x + y) / 2 * hx
      refine ⟨h, by linear_combination h / 2 - (x - y) / 2 * hx, ?_, ?_⟩
      · rw [h1, hx2]
        ring
      · rw [h2, hy2]
        ring
  · -- the quadratic exceeds its value at 1/2 by a product of two positive factors
    intro p hp hne
    have hlt : 0 < 1 / 2 - p := sub_pos.mpr (lt_of_le_of_ne hp hne)
    have hfac : 0 < 2 * J - D ^ 2 / K * (1 / 2 + p) := by
      rcases hg0.eq_or_lt with h0 | h0
      · rw [← h0]
        linarith
      · have := mul_pos h0 hlt
        linarith
    have := mul_pos hlt hfac
    linarith
```

## Strong coupling makes the populations unequal

When $D^2/K>2J$, the vertex of the parabola, $p_0=JK/D^2$, lies strictly between $0$ and $1/2$.

```lean
/-- For `J, K > 0` and `D²/K > 2J`, the number `JK/D²` lies strictly between `0` and `1/2`. -/
theorem bond_bounds {J K D : ℝ} (hJ : 0 < J) (hK : 0 < K) (hg : 2 * J < D ^ 2 / K) :
    0 < J * K / D ^ 2 ∧ J * K / D ^ 2 < 1 / 2 := by
  have h : 2 * J * K < D ^ 2 := (lt_div_iff₀ hK).mp hg
  have hJK := mul_pos hJ hK
  have hD : 0 < D ^ 2 := by linarith
  refine ⟨div_pos hJK hD, ?_⟩
  rw [div_lt_iff₀ hD]
  linarith
```

Since $(D^2/K)p_0=J$, completing the square gives

$$f(p)-f(p_0)=\frac{D^2}{K}(p-p_0)^2,$$

which is positive for $p\ne p_0$. This is `key` in the proof. The equally shared bonding state, with its lattice relaxed, lies above the ground state by $(D^2/K)(1/2-p_0)^2$.

```lean
/-- For `J, K > 0` and `D²/K > 2J`, the ground states are exactly the normalised states of bond
order `JK/D²` with each site distorted by `-D/K` times its population. -/
theorem isGroundState_iff_strong {J K D x y q₁ q₂ : ℝ} (hJ : 0 < J) (hK : 0 < K)
    (hg : 2 * J < D ^ 2 / K) :
    IsGroundState J K D x y q₁ q₂ ↔ x ^ 2 + y ^ 2 = 1 ∧ x * y = J * K / D ^ 2 ∧
      q₁ = -(D * x ^ 2 / K) ∧ q₂ = -(D * y ^ 2 / K) := by
  obtain ⟨hpos, hlt⟩ := bond_bounds hJ hK hg
  have hD : D ≠ 0 := by
    rintro rfl
    simp at hpos
  have hv : D ^ 2 / K * (J * K / D ^ 2) = J := by
    have := hK.ne'
    field_simp
  generalize J * K / D ^ 2 = p₀ at hpos hlt hv ⊢
  refine isGroundState_iff_bond hK (by linarith) hlt.le fun p _ hne => ?_
  -- p₀ is the vertex of the parabola
  have key : D ^ 2 / K * p ^ 2 - 2 * J * p - (D ^ 2 / K * p₀ ^ 2 - 2 * J * p₀)
      = D ^ 2 / K * (p - p₀) ^ 2 := by
    linear_combination (2 * p - 2 * p₀) * hv
  have hsq : 0 < (p - p₀) ^ 2 := pow_pos_of_ne hne
  have := mul_pos (show 0 < D ^ 2 / K by linarith) hsq
  linarith
where
  pow_pos_of_ne {a b : ℝ} (h : a ≠ b) : 0 < (a - b) ^ 2 :=
    lt_of_le_of_ne (sq_nonneg _) (Ne.symm (pow_ne_zero 2 (sub_ne_zero.mpr h)))
```

The populations follow from normalisation:

$$(x^2-y^2)^2=(x^2+y^2)^2-4x^2y^2=1-\Big(\frac{2JK}{D^2}\Big)^2>0.$$

Without the strong-coupling condition the inequality can fail: at $D^2/K=2J$ the right-hand side is zero.

```lean
/-- For `J, K > 0` and `D²/K > 2J`, every ground state has unequal site populations, and their
difference squared is `1 - (2JK/D²)²`. -/
theorem population_imbalance {J K D x y q₁ q₂ : ℝ} (hJ : 0 < J) (hK : 0 < K)
    (hg : 2 * J < D ^ 2 / K) (h : IsGroundState J K D x y q₁ q₂) :
    x ^ 2 ≠ y ^ 2 ∧ (x ^ 2 - y ^ 2) ^ 2 = 1 - (2 * (J * K / D ^ 2)) ^ 2 := by
  obtain ⟨hn, hp, -, -⟩ := (isGroundState_iff_strong hJ hK hg).mp h
  obtain ⟨hpos, hlt⟩ := bond_bounds hJ hK hg
  generalize J * K / D ^ 2 = p₀ at hp hpos hlt ⊢
  have hi : (x ^ 2 - y ^ 2) ^ 2 = 1 - (2 * p₀) ^ 2 := by
    linear_combination (x ^ 2 + y ^ 2 + 1) * hn - 4 * (x * y + p₀) * hp
  refine ⟨fun he => ?_, hi⟩
  rw [he, sub_self] at hi
  nlinarith
```

Exchanging the sites leaves $xy$ unchanged, so each ground state has a mirror image. The proof builds one from `exists_amplitudes`, then orders the pair by population.

```lean
/-- For `J, K > 0` and `D²/K > 2J`, there is a ground state with more charge on the first site,
and its mirror image is a ground state too. -/
theorem exists_mirror_pair {J K D : ℝ} (hJ : 0 < J) (hK : 0 < K) (hg : 2 * J < D ^ 2 / K) :
    ∃ x y q₁ q₂ : ℝ, y ^ 2 < x ^ 2 ∧
      IsGroundState J K D x y q₁ q₂ ∧ IsGroundState J K D y x q₂ q₁ := by
  obtain ⟨hpos, hlt⟩ := bond_bounds hJ hK hg
  obtain ⟨x, y, hn, hp⟩ := exists_amplitudes (by linarith) hlt.le
  have hxy : IsGroundState J K D x y (-(D * x ^ 2 / K)) (-(D * y ^ 2 / K)) :=
    (isGroundState_iff_strong hJ hK hg).mpr ⟨hn, hp, rfl, rfl⟩
  have hyx : IsGroundState J K D y x (-(D * y ^ 2 / K)) (-(D * x ^ 2 / K)) :=
    (isGroundState_iff_strong hJ hK hg).mpr
      ⟨by linarith, by rw [mul_comm]; exact hp, rfl, rfl⟩
  rcases lt_or_gt_of_ne (population_imbalance hJ hK hg hxy).1 with hl | hl
  · exact ⟨y, x, _, _, hl, hyx, hxy⟩
  · exact ⟨x, y, _, _, hl, hxy, hyx⟩
```

## The threshold for equal populations

The name `exists_delocalised_iff` uses "delocalised" for equal populations on two sites, not for a band state in a crystal. If such a ground state exists, `population_imbalance` excludes $D^2/K>2J$. Conversely, below or at the threshold, $x=y=1/\sqrt2$ with both distortions $-D/(2K)$ is a ground state.

For small-polaron calculations, this one-electron, two-site model with a classical lattice gives a case in which imposing site symmetry misses the ground state precisely when $D^2/K>2J$.

```lean
/-- Self-trapping threshold: for `J, K > 0`, a ground state with equal site populations exists
if and only if `D²/K ≤ 2J`. -/
theorem exists_delocalised_iff {J K D : ℝ} (hJ : 0 < J) (hK : 0 < K) :
    (∃ x y q₁ q₂ : ℝ, IsGroundState J K D x y q₁ q₂ ∧ x ^ 2 = y ^ 2) ↔
      D ^ 2 / K ≤ 2 * J := by
  constructor
  · rintro ⟨x, y, q₁, q₂, h, he⟩
    by_contra hn
    exact (population_imbalance hJ hK (not_le.mp hn) h).1 he
  · intro hg
    have hs : √(1 / 2 : ℝ) ^ 2 = 1 / 2 := Real.sq_sqrt (by norm_num)
    exact ⟨√(1 / 2), √(1 / 2), -D / (2 * K), -D / (2 * K),
      (isGroundState_iff_weak hJ hK hg).mpr ⟨by linarith, rfl, rfl, rfl⟩, rfl⟩

end DimerSelfTrapping
```

```lean
#print axioms DimerSelfTrapping.energy_eq_relaxed
#print axioms DimerSelfTrapping.exists_mirror_pair
#print axioms DimerSelfTrapping.exists_delocalised_iff
```

```
'DimerSelfTrapping.energy_eq_relaxed' depends on axioms: [propext, Classical.choice, Quot.sound]
'DimerSelfTrapping.exists_mirror_pair' depends on axioms: [propext, Classical.choice, Quot.sound]
'DimerSelfTrapping.exists_delocalised_iff' depends on axioms: [propext, Classical.choice, Quot.sound]
```
